# Uniform error in a strongly convex density functional bounds the errors in ground energy and ground density

An approximate density functional can be close to the exact one at every density and still give a ground density that is badly wrong. Take densities described by one number x between 0 and L, with L > 0, and a small error e > 0. The functionals

F(x) = e x/L and G(x) = e (1 − x/L)

differ by at most e everywhere. In zero potential F has its minimum at x = 0 and G has its minimum at x = L. The ground energies agree, but the ground densities lie at opposite ends of the interval, however small e is. Both functionals are convex, so plain convexity is no protection.

What is missing is curvature. Suppose that F − (m/2)‖n‖² is still convex for some m > 0. On a compact convex set of densities, with F and G continuous and differing by at most e, the ground energies then differ by at most e in every potential, and the ground densities by at most 2√(e/m). For density-functional calculations on such a set, known values of e and m give error bars on both outputs.

## Densities, potentials and the curvature m

A concrete case is a grid of d points. A density n is then a vector in ℝ^d whose entries are the mean electron numbers at the points. Each entry lies between 0 and 2, because of the two spins, and the densities with a fixed total form a compact convex set K. A potential v is a vector of the same kind, and its coupling to the density is ⟨v,n⟩ = Σᵢ vᵢ nᵢ.

The Lean development allows any real inner product space `E` in place of ℝ^d. The final theorem still needs K to be compact. This excludes the set of all densities of a given number of electrons in unbounded continuous space, where a density can be shifted ever farther away without approaching a limit. The letters `F` and `G` stand for the exact and the approximate universal functional, `v` and `w` for potentials, and `a` and `b` for densities. Here `m` is a curvature and not a mass, and `e` is an error bound and not a charge.

Physically, m is a stiffness: it is a lower bound on the curvature with which F resists a change of density. Its existence is assumed. The exact functional has no such m if one potential has two different ground densities in K, which a degenerate ground state can produce. The curvature may instead belong to the approximate functional: the error bound |F − G| ≤ e is symmetric, so the final theorem also applies with F as the approximate functional and G as the exact one.

```lean
import Mathlib

open Set

namespace UniversalFunctionalStability

noncomputable section

variable {E : Type*} [NormedAddCommGroup E] [InnerProductSpace ℝ E]
variable {K : Set E} {F G : E → ℝ} {v w a b : E} {m e : ℝ}
```

The total energy in the potential v is written F_v below:

F_v(n) = F(n) + ⟨v,n⟩.

```lean
/-- The total energy of the density `n` in the potential `v`: the universal functional `F`
plus the coupling of the density to the potential. -/
def energy (F : E → ℝ) (v n : E) : ℝ := F n + inner ℝ v n
```

The ground energy is the infimum of F_v over K.

```lean
/-- The ground-state energy in the potential `v`: the infimum of the total energy over the
set `K` of densities, for `K` nonempty and the energy bounded below on `K`. -/
def groundEnergy (K : Set E) (F : E → ℝ) (v : E) : ℝ := sInf (energy F v '' K)
```

A ground density is a member of K at which F_v is smallest. It is a minimiser of the functional over K; no wavefunction enters the definition.

```lean
/-- A ground density is a density in `K` that minimises the total energy over `K`. -/
def IsGroundDensity (K : Set E) (F : E → ℝ) (v n : E) : Prop :=
  n ∈ K ∧ ∀ n' ∈ K, energy F v n ≤ energy F v n'
```

If a is a ground density, F_v(a) is a value of the energy on K and lies below all the others, so it equals the infimum.

```lean
/-- The ground-state energy is the total energy of any ground density. -/
theorem groundEnergy_eq (ha : IsGroundDensity K F v a) :
    groundEnergy K F v = energy F v a := by
  have h : IsLeast (energy F v '' K) (energy F v a) := by
    refine ⟨mem_image_of_mem _ ha.1, ?_⟩
    rintro _ ⟨n, hn, rfl⟩
    exact ha.2 n hn
  exact h.csInf_eq
```

## The energy at a mixture of two densities lies below the average of their energies

Let a and b be in K, let 0 ≤ t ≤ 1, and put n_t = (1 − t)a + tb. Expanding the square gives

‖n_t‖² = (1 − t)²‖a‖² + 2t(1 − t)⟨a,b⟩ + t²‖b‖²
= (1 − t)‖a‖² + t‖b‖² − t(1 − t)‖b − a‖².

Convexity of F − (m/2)‖n‖² says that

F(n_t) − (m/2)‖n_t‖² ≤ (1 − t)[F(a) − (m/2)‖a‖²] + t[F(b) − (m/2)‖b‖²].

Inserting the first identity cancels the terms in ‖a‖² and ‖b‖². The potential term is linear in the density, so it can be added to both sides:

F_v(n_t) ≤ (1 − t)F_v(a) + tF_v(b) − (m/2)t(1 − t)‖b − a‖².

In the code, `key` is the identity for the squared norm and `h` is the convexity inequality. The hypothesis `hconv` also contains the convexity of K itself.

```lean
/-- If `F - (m/2)‖n‖²` is convex on `K`, the energy of a mixture of two densities in `K` lies
below the mixture of their energies by at least `(m/2) t (1 - t)` times their squared distance. -/
theorem energy_mixture_le (hconv : ConvexOn ℝ K fun n => F n - m / 2 * ‖n‖ ^ 2)
    (ha : a ∈ K) (hb : b ∈ K) {t : ℝ} (ht0 : 0 ≤ t) (ht1 : t ≤ 1) :
    energy F v ((1 - t) • a + t • b) ≤
      (1 - t) * energy F v a + t * energy F v b - m / 2 * (t * (1 - t) * ‖b - a‖ ^ 2) := by
  have h := hconv.2 ha hb (sub_nonneg.mpr ht1) ht0 (by ring)
  -- the squared norm of a mixture
  have key : ‖(1 - t) • a + t • b‖ ^ 2 =
      (1 - t) * ‖a‖ ^ 2 + t * ‖b‖ ^ 2 - t * (1 - t) * ‖b - a‖ ^ 2 := by
    rw [norm_add_sq_real, norm_sub_sq_real, norm_smul, norm_smul, real_inner_smul_left,
      real_inner_smul_right, mul_pow, mul_pow, Real.norm_eq_abs, Real.norm_eq_abs,
      sq_abs, sq_abs, real_inner_comm a b]
    ring
  simp only [smul_eq_mul] at h
  rw [key] at h
  simp only [energy, inner_add_right, real_inner_smul_right]
  linarith
```

## Leaving the ground density has at least a quadratic energy cost

Now let a be a ground density in the potential v, and let b be any density in K. Write

B = (m/2)‖b − a‖² and D = F_v(b) − F_v(a) ≥ 0.

The mixture n_t is in K, so F_v(a) ≤ F_v(n_t). With the mixture bound this becomes t(1 − t)B ≤ tD, and for t > 0

(1 − t)B ≤ D.

Letting t go to zero gives B ≤ D, that is

F_v(a) + (m/2)‖b − a‖² ≤ F_v(b).

The Lean proof replaces the limit by one well-chosen t. Suppose that D < B. Then B > 0, and t = (B − D)/(2B) lies between 0 and 1/2, with t > 0. For this t, (1 − t)B = (B + D)/2, which is larger than D, a contradiction.

```lean
/-- If `F - (m/2)‖n‖²` is convex on `K`, the energy of any density in `K` exceeds
the minimum by at least `m/2` times its squared distance from a ground density. -/
theorem quadratic_growth (hconv : ConvexOn ℝ K fun n => F n - m / 2 * ‖n‖ ^ 2)
    (ha : IsGroundDensity K F v a) (hb : b ∈ K) :
    energy F v a + m / 2 * ‖b - a‖ ^ 2 ≤ energy F v b := by
  by_contra hcon
  have hlt := not_le.mp hcon
  have hA := ha.2 b hb
  obtain ⟨B, hB⟩ : ∃ B, B = m / 2 * ‖b - a‖ ^ 2 := ⟨_, rfl⟩
  rw [← hB] at hlt
  have hBpos : 0 < B := by linarith
  -- a small admixture of `b` would lower the energy below the minimum
  obtain ⟨t, ht⟩ : ∃ t, t = (B - (energy F v b - energy F v a)) / (2 * B) := ⟨_, rfl⟩
  have htB : t * (2 * B) = B - (energy F v b - energy F v a) := by
    rw [ht]
    exact div_mul_cancel₀ _ (by positivity)
  have ht0 : 0 < t := by
    rw [ht]
    exact div_pos (by linarith) (by positivity)
  have ht1 : t ≤ 1 := by
    rw [ht, div_le_one (by positivity)]
    linarith
  have hmix := energy_mixture_le (v := v) hconv ha.1 hb ht0.le ht1
  have hmem : (1 - t) • a + t • b ∈ K :=
    hconv.1 ha.1 hb (sub_nonneg.mpr ht1) ht0.le (by ring)
  have hmin := ha.2 _ hmem
  have hBt : m / 2 * (t * (1 - t) * ‖b - a‖ ^ 2) = t * ((1 - t) * B) := by
    rw [hB]
    ring
  rw [hBt] at hmix
  have h1 : t * ((1 - t) * B) ≤ t * (energy F v b - energy F v a) := by linarith
  have h2 := le_of_mul_le_mul_left h1 ht0
  linarith
```

## A stiff functional responds weakly to the potential

Let a be a ground density of F in the potential v, and b one in the potential w. Quadratic growth applies to each:

F(a) + ⟨v,a⟩ + (m/2)‖a − b‖² ≤ F(b) + ⟨v,b⟩,
F(b) + ⟨w,b⟩ + (m/2)‖a − b‖² ≤ F(a) + ⟨w,a⟩.

In the sum the values of F cancel, and the Cauchy–Schwarz inequality gives

m‖a − b‖² ≤ ⟨v − w, b − a⟩ ≤ ‖v − w‖ ‖a − b‖.

If a ≠ b, division by m‖a − b‖ yields ‖a − b‖ ≤ ‖v − w‖/m. If a = b, the bound is immediate. The code treats these two cases separately at the end. For v = w the right-hand side vanishes, so F has at most one ground density in each potential.

```lean
/-- If `F - (m/2)‖n‖²` is convex on `K` and `m > 0`, a change of the potential moves the
ground density by at most `1/m` times the size of that change. -/
theorem density_response (hm : 0 < m) (hconv : ConvexOn ℝ K fun n => F n - m / 2 * ‖n‖ ^ 2)
    (ha : IsGroundDensity K F v a) (hb : IsGroundDensity K F w b) :
    ‖a - b‖ ≤ ‖v - w‖ / m := by
  have h1 := quadratic_growth hconv ha hb.1
  have h2 := quadratic_growth hconv hb ha.1
  rw [norm_sub_rev b a] at h1
  -- adding the two growth bounds cancels the universal functional
  have h3 : m * ‖a - b‖ ^ 2 ≤ inner ℝ (v - w) (b - a) := by
    simp only [energy] at h1 h2
    rw [inner_sub_left, inner_sub_right, inner_sub_right]
    linarith
  have h4 := real_inner_le_norm (v - w) (b - a)
  rw [norm_sub_rev b a] at h4
  rw [le_div_iff₀ hm]
  rcases (norm_nonneg (a - b)).eq_or_lt with h0 | h0
  · rw [← h0, zero_mul]
    exact norm_nonneg _
  · refine le_of_mul_le_mul_right ?_ h0
    linarith
```

## Errors in the ground energy and the ground density

Let K be compact and nonempty, with F and G continuous on it. For every v, the functions F_v and G_v are continuous on K and attain their minima, say at p and q. The ground density p of F is unique by the response bound. G need not be convex, and it may have several ground densities.

For the energies, each functional is tested on the minimiser of the other:

F_v(p) ≤ F_v(q) ≤ G_v(q) + e,
G_v(q) ≤ G_v(p) ≤ F_v(p) + e.

Hence |F_v(p) − G_v(q)| ≤ e. This part uses no curvature.

For the densities, let a be the ground density of F and b any ground density of G. Replacing F by G costs at most e at each of the two points, and b minimises G_v, so

(m/2)‖a − b‖² ≤ F_v(b) − F_v(a) ≤ G_v(b) − G_v(a) + 2e ≤ 2e.

Therefore ‖a − b‖² ≤ 4e/m, and the square root gives ‖a − b‖ ≤ 2√(e/m).

The theorem states four things for every `v`: exactly one ground density for `F` (`∃!`), at least one for `G`, the energy bound, and the density bound for every pair of ground densities. In the proof, `hex` supplies the minimisers for both functionals. The density bound is first obtained as (‖a − b‖/2)² ≤ e/m.

```lean
/-- Let `F` and `G` be continuous on a nonempty compact set `K` of densities and differ there by
at most `e`, with `F - (m/2)‖n‖²` convex on `K` and `m > 0`. In every potential `F` has exactly
one ground density and `G` at least one, the ground-state energies differ by at most `e`, and
the ground densities by at most `2 √(e/m)`. -/
theorem ground_state_stability (hK : IsCompact K) (hne : K.Nonempty)
    (hF : ContinuousOn F K) (hG : ContinuousOn G K)
    (hFG : ∀ n ∈ K, |F n - G n| ≤ e) (hm : 0 < m)
    (hconv : ConvexOn ℝ K fun n => F n - m / 2 * ‖n‖ ^ 2) (v : E) :
    (∃! n, IsGroundDensity K F v n) ∧ (∃ n, IsGroundDensity K G v n) ∧
      |groundEnergy K F v - groundEnergy K G v| ≤ e ∧
      ∀ a b, IsGroundDensity K F v a → IsGroundDensity K G v b →
        ‖a - b‖ ≤ 2 * √(e / m) := by
  -- compactness provides the minimisers
  have hex : ∀ H : E → ℝ, ContinuousOn H K → ∃ n, IsGroundDensity K H v n := by
    intro H hH
    have hc : ContinuousOn (energy H v) K := by
      change ContinuousOn (fun n => H n + inner ℝ v n) K
      exact hH.add (continuous_const.inner continuous_id).continuousOn
    obtain ⟨n, hn, hmin⟩ := hK.exists_isMinOn hne hc
    exact ⟨n, hn, fun n' hn' => hmin hn'⟩
  obtain ⟨p, hp⟩ := hex F hF
  obtain ⟨q, hq⟩ := hex G hG
  refine ⟨⟨p, hp, fun n hn => ?_⟩, ⟨q, hq⟩, ?_, fun a b ha hb => ?_⟩
  · have h := density_response hm hconv hn hp
    rw [sub_self, norm_zero, zero_div] at h
    exact sub_eq_zero.mp (norm_le_zero_iff.mp h)
  · -- each functional is tested on the minimiser of the other
    rw [groundEnergy_eq hp, groundEnergy_eq hq]
    have h1 := hp.2 q hq.1
    have h2 := hq.2 p hp.1
    have h3 := abs_le.mp (hFG p hp.1)
    have h4 := abs_le.mp (hFG q hq.1)
    simp only [energy] at h1 h2 ⊢
    exact abs_le.mpr ⟨by linarith [h3.1], by linarith [h4.2]⟩
  · -- the minimiser of `G` costs at most `2 e` in `F`
    have h1 := quadratic_growth hconv ha hb.1
    have h2 := hb.2 a ha.1
    have h3 := abs_le.mp (hFG a ha.1)
    have h4 := abs_le.mp (hFG b hb.1)
    rw [norm_sub_rev b a] at h1
    simp only [energy] at h1 h2
    have h5 : (‖a - b‖ / 2) ^ 2 ≤ e / m := by
      rw [le_div_iff₀ hm]
      linarith [h3.1, h4.2]
    have h6 := (le_abs_self _).trans (Real.abs_le_sqrt h5)
    linarith
```

The two bounds scale differently. At fixed m, reducing e by a factor of 100 reduces the bound on the energy error by a factor of 100, but the bound on the density error only by a factor of 10.

## An interval on which both bounds are attained

Neither bound can be lowered for all functionals of this kind. Let e ≥ 0 and m > 0, let K be the interval from 0 to r = 2√(e/m), and take

F(x) = (m/2)x² and G(x) = e

in zero potential. On K the value of F runs from 0 to (m/2)r² = 2e, so |F − G| ≤ e. The function F − (m/2)x² is zero and therefore convex.

The ground density of F is 0, with energy 0. Every point of K is a ground density of G, with energy e, and r is one of them. The energies differ by exactly e, and the ground densities 0 and r by exactly 2√(e/m). For e = 0 the interval shrinks to a point and both errors vanish.

In the code, `hr` is the relation m r² = 4e, which gives the bound on |F − G|. The distance between the ground densities is read off from the two points named in the statement.

```lean
/-- Both error bounds are attained at once, for every `e ≥ 0` and `m > 0`: on the interval from
`0` to `2 √(e/m)`, in zero potential, take `F = (m/2) x²` and the constant `G = e`. -/
theorem bounds_sharp (he : 0 ≤ e) (hm : 0 < m) :
    let K : Set ℝ := Icc 0 (2 * √(e / m))
    let F : ℝ → ℝ := fun x => m / 2 * x ^ 2
    let G : ℝ → ℝ := fun _ => e
    (∀ x ∈ K, |F x - G x| ≤ e) ∧ ConvexOn ℝ K (fun x => F x - m / 2 * ‖x‖ ^ 2) ∧
      IsGroundDensity K F 0 0 ∧ IsGroundDensity K G 0 (2 * √(e / m)) ∧
      |groundEnergy K F 0 - groundEnergy K G 0| = e := by
  intro K F G
  have hr0 : 0 ≤ 2 * √(e / m) := by positivity
  have hr : m * (2 * √(e / m)) ^ 2 = 4 * e := by
    rw [mul_pow, Real.sq_sqrt (div_nonneg he hm.le)]
    field_simp
    ring
  have h1 : IsGroundDensity K F 0 0 := by
    refine ⟨⟨le_refl 0, hr0⟩, fun x _ => ?_⟩
    simp only [energy, F, inner_zero_left]
    nlinarith [mul_nonneg hm.le (sq_nonneg x)]
  have h2 : IsGroundDensity K G 0 (2 * √(e / m)) := by
    refine ⟨⟨hr0, le_refl _⟩, fun x _ => ?_⟩
    simp only [energy, G, inner_zero_left, le_refl]
  refine ⟨fun x hx => ?_, ?_, h1, h2, ?_⟩
  · have hx2 : x ^ 2 ≤ (2 * √(e / m)) ^ 2 := pow_le_pow_left₀ hx.1 hx.2 2
    have h3 := mul_le_mul_of_nonneg_left hx2 hm.le
    have h4 := mul_nonneg hm.le (sq_nonneg x)
    change |m / 2 * x ^ 2 - e| ≤ e
    exact abs_le.mpr ⟨by linarith, by linarith⟩
  · have h0 : (fun x : ℝ => F x - m / 2 * ‖x‖ ^ 2) = fun _ => (0 : ℝ) := by
      funext x
      simp only [F, Real.norm_eq_abs, sq_abs, sub_self]
    rw [h0]
    exact convexOn_const 0 (convex_Icc 0 _)
  · rw [groundEnergy_eq h1, groundEnergy_eq h2]
    simp [energy, F, G, abs_of_nonneg he]

end

end UniversalFunctionalStability
```

```lean
#print axioms UniversalFunctionalStability.groundEnergy_eq
#print axioms UniversalFunctionalStability.ground_state_stability
#print axioms UniversalFunctionalStability.bounds_sharp
```

```
'UniversalFunctionalStability.groundEnergy_eq' depends on axioms: [propext, Classical.choice, Quot.sound]
'UniversalFunctionalStability.ground_state_stability' depends on axioms: [propext, Classical.choice, Quot.sound]
'UniversalFunctionalStability.bounds_sharp' depends on axioms: [propext, Classical.choice, Quot.sound]
```
